# Direct minus exchange removes each orbital's spin-spin self-interaction in a site model

Suppose a zero-field-splitting code keeps the direct spin-spin term and drops the exchange term. An unpaired electron spread equally over two sites has the spin density $Q=\tfrac12\begin{pmatrix}1&1\\1&1\end{pmatrix}$. With a dipolar weight $w_{01}=w_{10}$ between the sites and none on them, the code's spin-spin sum, before any prefactor, is $w_{01}/2$, a spurious interaction of one electron with itself. The exchange term is also $w_{01}/2$, and subtracting it gives zero.

## The functional and its pair form

For a Hermitian spin-density matrix $Q$ (spin up minus spin down) on finitely many sites and a real weight $w$, let

$$F(Q)=\sum_{x,y}w_{xy}\left(Q_{xx}Q_{yy}-|Q_{xy}|^2\right),$$
$$C(A,B)=\sum_{x,y}w_{xy}\left(A_{xx}B_{yy}-\mathrm{Re}\,A_{xy}\overline{B_{xy}}\right).$$

The weight stands for one component of the dipolar tensor, without its prefactor. If $Q=\sum_k s_kP_k$ with real $s_k$ and each $P_k$ a one-orbital density, then

$$F(Q)=\sum_{k\ne l}s_ks_l\,C(P_k,P_l).$$

## Where a calculation uses it

For an unrestricted determinant, the $P_k$ are the densities of the occupied orbitals, with $s_k=+1$ for spin up and $-1$ for spin down. A code can contract the total $Q$ once or loop over distinct orbital pairs; in this site model both routes give the same number.

With four-index dipolar integrals, the corresponding factor is $Q_{\mu\nu}Q_{\kappa\lambda}-Q_{\mu\lambda}Q_{\kappa\nu}$, which also vanishes for an outer product. Screening or fitting the two terms differently generally spoils the cancellation. A one-electron system, or a restricted open-shell determinant with one singly occupied orbital, is a cheap check: its spin density is that of one orbital, so the spin-spin sum must vanish. The check applies before the usual zero-field-splitting prefactor, which is proportional to $1/[S(2S-1)]$ and undefined at $S=1/2$.

## From one orbital to many

A one-orbital density is Hermitian with $Q_{xy}=u_xv_y$. Hence
$$Q_{xx}Q_{yy}=u_xv_xu_yv_y=Q_{xy}Q_{yx}=|Q_{xy}|^2,$$
so every summand of $F$ vanishes.

The form $C$ is real-linear in each argument, and $C(Q,Q)=F(Q)$. Therefore
$$F(A\pm B)=F(A)+F(B)\pm\left[C(A,B)+C(B,A)\right].$$

Subtracting the two cases leaves $2[C(A,B)+C(B,A)]$. For symmetric $w$, relabelling the sites gives $C(B,A)=C(A,B)$, so the difference is $4C(A,B)$. Adding them gives $2F(A)+2F(B)$, which is zero for one-orbital densities, so $F(A-B)=-F(A+B)$.

For many orbitals, expand $C(Q,Q)$ into $\sum_{k,l}s_ks_lC(P_k,P_l)$. The terms with $k=l$ contain $C(P_k,P_k)=F(P_k)=0$, which leaves the pair formula.

Spin contamination is a different error, and it survives. For $Q=\mathrm{diag}(1,1,-1)$ and symmetric $w$, the site pairs contribute with signs $+,-,-$, each twice:
$$F(Q)=2(w_{01}-w_{02}-w_{12}).$$
On a chain with spacing $d$ and axial weight $-2/r^3$, the neighbour terms cancel and $F=-2w_{02}=1/(2d^3)>0$, although a pure spin doublet has no zero-field splitting.

## The Lean file

```lean
import Mathlib

open Matrix ComplexConjugate

namespace SpinSpinSelfInteraction

noncomputable section

variable {n ι : Type*} [Fintype n]

/-- The spin-spin functional of a spin-density matrix `Q` with weight `w`: the sum over pairs of
sites of `w x y * (Q_xx Q_yy - |Q_xy|²)`. -/
def zfs (w : n → n → ℝ) (Q : Matrix n n ℂ) : ℝ :=
  ∑ x, ∑ y, w x y * ((Q x x).re * (Q y y).re - ‖Q x y‖ ^ 2)

/-- The coupling of two spin densities `A` and `B`: direct term minus exchange term. -/
def pairCoupling (w : n → n → ℝ) (A B : Matrix n n ℂ) : ℝ :=
  ∑ x, ∑ y, w x y * ((A x x).re * (B y y).re - (A x y * conj (B x y)).re)

/-- A one-orbital density: a Hermitian matrix that is an outer product of two vectors, hence of
rank at most one. -/
def IsOneOrbital (Q : Matrix n n ℂ) : Prop :=
  Q.IsHermitian ∧ ∃ u v : n → ℂ, Q = vecMulVec u v

omit [Fintype n] in
/-- The density `φ φ†` of any orbital `φ` is a one-orbital density. -/
theorem isOneOrbital_witness (φ : n → ℂ) : IsOneOrbital (vecMulVec φ (star φ)) :=
  ⟨Matrix.IsHermitian.ext fun i j => by simp [vecMulVec_apply, mul_comm], φ, star φ, rfl⟩

/-- The spin-spin functional is the coupling of a spin density with itself. -/
theorem pairCoupling_self (w : n → n → ℝ) (Q : Matrix n n ℂ) :
    pairCoupling w Q Q = zfs w Q := by
  unfold pairCoupling zfs
  refine Finset.sum_congr rfl fun x _ => Finset.sum_congr rfl fun y _ => ?_
  simp only [Complex.sq_norm, Complex.normSq_apply, Complex.mul_re, Complex.conj_re,
    Complex.conj_im]
  ring

/-- The coupling of two spin densities is linear over the reals in each of them. -/
theorem pairCoupling_linear (w : n → n → ℝ) (t : ℝ) (A A' B : Matrix n n ℂ) :
    pairCoupling w (t • A + A') B = t * pairCoupling w A B + pairCoupling w A' B ∧
    pairCoupling w B (t • A + A') = t * pairCoupling w B A + pairCoupling w B A' := by
  constructor <;>
  · simp only [pairCoupling, Finset.mul_sum, ← Finset.sum_add_distrib]
    refine Finset.sum_congr rfl fun x _ => Finset.sum_congr rfl fun y _ => ?_
    simp only [Matrix.add_apply, Matrix.smul_apply, Complex.add_re, Complex.add_im,
      Complex.smul_re, Complex.smul_im, smul_eq_mul, Complex.mul_re, Complex.conj_re,
      Complex.conj_im]
    ring

/-- A one-orbital density has no spin-spin interaction with itself, whatever the weight. -/
theorem zfs_oneOrbital (w : n → n → ℝ) {Q : Matrix n n ℂ} (hQ : IsOneOrbital Q) :
    zfs w Q = 0 := by
  obtain ⟨hH, u, v, h⟩ := hQ
  -- the diagonal of a Hermitian matrix is real
  have him : ∀ x, (Q x x).im = 0 := fun x => by
    have h1 := congrArg Complex.im (hH.apply x x)
    simp only [Complex.star_def, Complex.conj_im] at h1
    linarith
  refine Finset.sum_eq_zero fun x _ => Finset.sum_eq_zero fun y _ => ?_
  -- for an outer product the direct and exchange terms coincide
  have hprod : Q x x * Q y y = Q x y * Q y x := by
    rw [h]
    simp only [vecMulVec_apply]
    ring
  have hre := congrArg Complex.re hprod
  rw [← hH.apply y x] at hre
  simp only [Complex.mul_re, him, Complex.star_def, Complex.conj_re, Complex.conj_im] at hre
  have hzero : (Q x x).re * (Q y y).re - ‖Q x y‖ ^ 2 = 0 := by
    rw [Complex.sq_norm, Complex.normSq_apply]
    linarith
  rw [hzero, mul_zero]

/-- For a symmetric weight, the functional of the sum of two spin densities minus that of their
difference is four times their coupling. -/
theorem zfs_add_sub_zfs_sub {w : n → n → ℝ} (hw : ∀ x y, w x y = w y x)
    (A B : Matrix n n ℂ) :
    zfs w (A + B) - zfs w (A - B) = 4 * pairCoupling w A B := by
  -- relabelling the two sites exchanges the densities in the direct term
  have hswap : ∑ x, ∑ y, w x y * ((B x x).re * (A y y).re)
      = ∑ x, ∑ y, w x y * ((A x x).re * (B y y).re) := by
    rw [Finset.sum_comm]
    refine Finset.sum_congr rfl fun x _ => Finset.sum_congr rfl fun y _ => ?_
    rw [hw y x]
    ring
  have hexp : zfs w (A + B) - zfs w (A - B) = 4 * pairCoupling w A B
      + 2 * ∑ x, ∑ y, w x y * ((B x x).re * (A y y).re)
      - 2 * ∑ x, ∑ y, w x y * ((A x x).re * (B y y).re) := by
    simp only [zfs, pairCoupling, Finset.mul_sum, ← Finset.sum_add_distrib,
      ← Finset.sum_sub_distrib]
    refine Finset.sum_congr rfl fun x _ => Finset.sum_congr rfl fun y _ => ?_
    simp only [Complex.sq_norm, Complex.normSq_apply, Matrix.add_apply, Matrix.sub_apply,
      Complex.add_re, Complex.add_im, Complex.sub_re, Complex.sub_im, Complex.mul_re,
      Complex.conj_re, Complex.conj_im]
    ring
  rw [hexp, hswap]
  ring

/-- For two one-orbital densities, reversing the sign of one of them reverses the sign of the
spin-spin functional. -/
theorem zfs_sub_eq_neg (w : n → n → ℝ) {A B : Matrix n n ℂ}
    (hA : IsOneOrbital A) (hB : IsOneOrbital B) :
    zfs w (A - B) = -zfs w (A + B) := by
  -- parallelogram law of a quadratic form
  have hpar : zfs w (A + B) + zfs w (A - B) = 2 * zfs w A + 2 * zfs w B := by
    simp only [zfs, Finset.mul_sum, ← Finset.sum_add_distrib]
    refine Finset.sum_congr rfl fun x _ => Finset.sum_congr rfl fun y _ => ?_
    simp only [Complex.sq_norm, Complex.normSq_apply, Matrix.add_apply, Matrix.sub_apply,
      Complex.add_re, Complex.add_im, Complex.sub_re, Complex.sub_im]
    ring
  rw [zfs_oneOrbital w hA, zfs_oneOrbital w hB] at hpar
  linarith

/-- For a spin density composed of one-orbital densities `P k` with real spin weights `s k`, the
spin-spin functional is the sum, over ordered pairs of distinct indices `k` and `l`, of `s k * s l`
times the coupling of `P k` and `P l`. -/
theorem zfs_eq_sum_pairs [Fintype ι] [DecidableEq ι] (w : n → n → ℝ) (s : ι → ℝ)
    (P : ι → Matrix n n ℂ) (hP : ∀ k, IsOneOrbital (P k)) :
    zfs w (∑ k, s k • P k)
      = ∑ k, ∑ l ∈ Finset.univ.erase k, s k * s l * pairCoupling w (P k) (P l) := by
  -- linearity in each slot, extended to finite sums
  have hlin : ∀ (S : Finset ι) (B : Matrix n n ℂ),
      pairCoupling w (∑ k ∈ S, s k • P k) B = ∑ k ∈ S, s k * pairCoupling w (P k) B ∧
      pairCoupling w B (∑ k ∈ S, s k • P k) = ∑ k ∈ S, s k * pairCoupling w B (P k) := by
    intro S B
    induction S using Finset.induction_on with
    | empty => simp [pairCoupling]
    | insert a S ha ih =>
      rw [Finset.sum_insert ha, Finset.sum_insert ha, Finset.sum_insert ha,
        (pairCoupling_linear w _ _ _ B).1, (pairCoupling_linear w _ _ _ B).2, ih.1, ih.2]
      exact ⟨rfl, rfl⟩
  rw [← pairCoupling_self, (hlin Finset.univ _).1]
  refine Finset.sum_congr rfl fun k _ => ?_
  -- the term `l = k` is a self-interaction and vanishes
  have hself : pairCoupling w (P k) (P k) = 0 := by
    rw [pairCoupling_self, zfs_oneOrbital w (hP k)]
  rw [(hlin Finset.univ (P k)).2, ← Finset.add_sum_erase _ _ (Finset.mem_univ k), hself,
    mul_zero, zero_add, Finset.mul_sum]
  exact Finset.sum_congr rfl fun l _ => by ring

/-- The contaminated doublet, with spin densities `1, 1, -1` on three sites, has the functional
`2 (w₀₁ - w₀₂ - w₁₂)` for a symmetric weight. -/
theorem zfs_contaminated_doublet {w : Fin 3 → Fin 3 → ℝ} (hw : ∀ x y, w x y = w y x) :
    zfs w (Matrix.diagonal ![1, 1, -1]) = 2 * (w 0 1 - w 0 2 - w 1 2) := by
  have h1 := hw 1 0
  have h2 := hw 2 0
  have h3 := hw 2 1
  simp [zfs, Fin.sum_univ_three, Matrix.diagonal_apply]
  linarith

/-- On a chain of three sites with spacing `d > 0` and the dipolar weight `-2 / r³` along the
chain axis, the functional of the contaminated doublet is strictly positive. -/
theorem zfs_contaminated_doublet_chain {w : Fin 3 → Fin 3 → ℝ} (hw : ∀ x y, w x y = w y x)
    {d : ℝ} (hd : 0 < d) (h01 : w 0 1 = -2 / d ^ 3) (h12 : w 1 2 = -2 / d ^ 3)
    (h02 : w 0 2 = -2 / (2 * d) ^ 3) :
    0 < zfs w (Matrix.diagonal ![1, 1, -1]) := by
  have hpos : 0 < 2 / (2 * d) ^ 3 := by positivity
  have hneg : -2 / (2 * d) ^ 3 = -(2 / (2 * d) ^ 3) := neg_div _ _
  rw [zfs_contaminated_doublet hw, h01, h12, h02, hneg]
  linarith

/-- Vanishing for every weight does not force a one-orbital density: this Hermitian matrix on
three sites has zero functional for all weights and yet a nonzero determinant. -/
theorem zfs_zero_of_invertible :
    let Q : Matrix (Fin 3) (Fin 3) ℂ := !![1, 1, 1; 1, 1, -1; 1, -1, 1]
    Q.IsHermitian ∧ (∀ w, zfs w Q = 0) ∧ Q.det ≠ 0 := by
  intro Q
  refine ⟨?_, fun w => ?_, ?_⟩
  · refine Matrix.IsHermitian.ext fun i j => ?_
    fin_cases i <;> fin_cases j <;> simp [Q]
  · simp [zfs, Q, Fin.sum_univ_three]
  · rw [Matrix.det_fin_three]
    simp [Q]
    norm_num

end

end SpinSpinSelfInteraction
```

```lean
#print axioms SpinSpinSelfInteraction.zfs_oneOrbital
#print axioms SpinSpinSelfInteraction.zfs_eq_sum_pairs
#print axioms SpinSpinSelfInteraction.zfs_contaminated_doublet_chain
#print axioms SpinSpinSelfInteraction.zfs_zero_of_invertible
```

```
'SpinSpinSelfInteraction.zfs_oneOrbital' depends on axioms: [propext, Classical.choice, Quot.sound]
'SpinSpinSelfInteraction.zfs_eq_sum_pairs' depends on axioms: [propext, Classical.choice, Quot.sound]
'SpinSpinSelfInteraction.zfs_contaminated_doublet_chain' depends on axioms: [propext, Classical.choice, Quot.sound]
'SpinSpinSelfInteraction.zfs_zero_of_invertible' depends on axioms: [propext, Classical.choice, Quot.sound]
```

## Reading the theorems and their limits

`zfs` is $F$, `pairCoupling` is $C$, and `IsOneOrbital` requires a Hermitian outer product. It imposes no normalisation and admits zero and negative multiples. The pair formula, `zfs_eq_sum_pairs`, needs neither orthogonal orbitals nor a symmetric weight; its inner sum over `Finset.univ.erase k` leaves out $l=k$, and the double sum counts each unordered pair twice.

In `zfs_oneOrbital`, `hprod` is the outer-product identity, and Hermiticity turns it into `hzero`. In `zfs_add_sub_zfs_sub`, `hswap` relabels the sites using the symmetry `hw`. The sum of the two cases is `hpar` in `zfs_sub_eq_neg`. For many orbitals, `hlin` extends `pairCoupling_linear` to finite sums by induction, and `hself` removes the diagonal terms. The doublet theorems evaluate the three-site sum and then insert the chain weights.

A zero result does not identify a one-orbital density. `zfs_zero_of_invertible` gives a Hermitian $3\times3$ matrix with $F=0$ for every weight and nonzero determinant: its diagonal entries are 1 and all the others have modulus one, so direct and exchange terms match everywhere. Its eigenvalues $2,2,-1$ lie outside the range $[-1,1]$ allowed for a spin density; dividing the matrix by 3 brings them into range and keeps both properties. The result is still not the spin density of a single determinant, for which nonzero eigenvalues strictly between $-1$ and $1$ come in pairs of opposite sign.

The model assumes an orthonormal site basis and dipolar integrals that couple only site densities. The weights and the contaminated density are inputs, not results of a self-consistent calculation. Spin-orbit contributions and rounding error are absent.
